# Octahedral point-charge field gradients: linear in axial strain, quadratic in off-centring

Suppose that a small quadrupole splitting in a Mössbauer spectrum is converted into a distortion with one linear scale, whatever the distortion is. For a probe inside six positive unit charges at unit distance, moving each axial charge outwards by 0.01 gives a field gradient along the axis of about $-0.12$, while moving the probe 0.01 along the axis gives about $+0.0042$. Read on the strain scale, that displacement would pass for an axial strain of size only 0.00035, and for a compression if the sign of the field gradient is known as well as the size of the splitting. The two distortions enter at different orders and with opposite signs.

## Summing the six charges by hand

Put unit charges at $(\pm1,0,0)$, $(0,\pm1,0)$ and $(0,0,\pm s)$, and the probe at $(0,0,t)$ with $|t|<s$. A charge at displacement $d$ from the probe, at distance $r$, contributes $(3d_id_j-r^2\delta_{ij})/r^5$ to the field-gradient tensor. Let $V(s,t)$ be the total $zz$ component.

The trace of each contribution is $(3r^2-3r^2)/r^5=0$. The off-diagonal components vanish, because opposite equatorial charges cancel in $xz$ and $yz$, and no charge has both $d_x$ and $d_y$ nonzero. Exchanging $x$ and $y$ maps the octahedron to itself, so the $xx$ and $yy$ components are equal, and each is $-V/2$.

An equatorial charge has $d_z=-t$ and $r^2=1+t^2$, so its numerator is $3t^2-(1+t^2)=2t^2-1$. An axial charge at distance $r$ gives $(3r^2-r^2)/r^5=2/r^3$. Hence

$$V(s,t)=\frac{4(2t^2-1)}{(1+t^2)^{5/2}}+\frac{2}{(s-t)^3}+\frac{2}{(s+t)^3}.$$

**Strain.** At the centre $V(s,0)=4/s^3-4$. With $s=1+e$ and $e\neq0$,

$$\frac{V(1+e,0)}{e}=\frac{4\left(1-(1+e)^3\right)}{e(1+e)^3}=\frac{-4(3+3e+e^2)}{(1+e)^3}\to-12 .$$

**Off-centring.** Let the axial distance change at the same time, $s=1+ct^2$, and write $u=t^2$. Over a common denominator the axial terms become

$$\frac{2(s+t)^3+2(s-t)^3}{(s^2-t^2)^3}=\frac{4s^3+12su}{(s^2-u)^3},\qquad s=1+cu .$$

So $V$ is a function $F(u)$ with $F(0)=-4+4=0$. The equatorial part has derivative $4(2+\tfrac52)=18$ at $u=0$. The axial numerator has value 4 and derivative $12c+12$ there, and the denominator has value 1 and derivative $6c-3$, which gives $12c+12-4(6c-3)=24-12c$. Therefore $V(1+ct^2,t)/t^2=F(u)/u\to42-12c$, and $c=0$ gives 42.

## The charges and the tensor in Lean

A displacement is a function `Fin 3 → ℝ`, whose components 0, 1, 2 are $x$, $y$, $z$.

```lean
import Mathlib

open Filter Topology

namespace MoessbauerFieldGradient

noncomputable section

/-- Squared length of a displacement in space. -/
def distSq (d : Fin 3 → ℝ) : ℝ := d 0 ^ 2 + d 1 ^ 2 + d 2 ^ 2
```

The kernel is the second derivative of the Coulomb potential of a positive unit charge. Lengths are in units of the equatorial distance; a common ligand charge $q$ multiplies every result by $q$, so anions reverse the signs.

```lean
/-- Field-gradient tensor `(3 dᵢ dⱼ - r² δᵢⱼ) / r⁵` of one unit charge at displacement `d ≠ 0`
from the probe. -/
def kernel (d : Fin 3 → ℝ) (i j : Fin 3) : ℝ :=
  (3 * d i * d j - if i = j then distSq d else 0) / √(distSq d) ^ 5
```

The total is a sum over any finite family of charges.

```lean
/-- Field-gradient tensor at the probe position `p` due to unit charges at the positions `R k`,
none of which coincides with `p`. -/
def efg {ι : Type*} [Fintype ι] (R : ι → Fin 3 → ℝ) (p : Fin 3 → ℝ) (i j : Fin 3) : ℝ :=
  ∑ k, kernel (fun m => R k m - p m) i j
```

The equatorial ligands stay fixed while $s$ varies, so the strain is purely axial and does not conserve volume.

```lean
/-- Six ligand positions: four at unit distance in the equatorial plane, two on the `z` axis
at heights `s` and `-s`. -/
def octahedron (s : ℝ) : Fin 6 → Fin 3 → ℝ :=
  ![![1, 0, 0], ![-1, 0, 0], ![0, 1, 0], ![0, -1, 0], ![0, 0, s], ![0, 0, -s]]
```

`Vzz s t` is $V(s,t)$, the component with both indices equal to 2.

```lean
/-- The `zz` field gradient of the octahedron with axial distance `s`, at a probe displaced
to `(0, 0, t)`, where `t` is neither `s` nor `-s`. -/
def Vzz (s t : ℝ) : ℝ := efg (octahedron s) ![0, 0, t] 2 2
```

The model contains only rigid point charges: the probe's own valence electrons and the polarisation of its core are absent.

## One component fixes the tensor

The proof of tracelessness merges the three sums into one and shows that each charge contributes zero. No condition keeps the charges away from the probe; since Lean sets division by zero to zero, a coincident charge adds nothing.

```lean
/-- The field-gradient tensor of any finite set of unit charges is traceless. -/
theorem efg_traceless {ι : Type*} [Fintype ι] (R : ι → Fin 3 → ℝ) (p : Fin 3 → ℝ) :
    efg R p 0 0 + efg R p 1 1 + efg R p 2 2 = 0 := by
  unfold efg
  rw [← Finset.sum_add_distrib, ← Finset.sum_add_distrib]
  apply Finset.sum_eq_zero
  intro k _
  simp only [kernel, distSq, ↓reduceIte]
  ring
```

Next, `simp` writes out the six terms of each component. The equality `hxy` is the exchange of $x$ and $y$; with the trace it gives $-V/2$ for both transverse components. The asymmetry parameter is thus zero wherever $V\neq0$, and in this point-charge model the splitting of a spin-3/2 nuclear level is proportional to $|V|$.

```lean
/-- At a probe on the `z` axis the tensor of the octahedron is diagonal, and its `xx` and `yy`
components both equal minus one half of the `zz` component. -/
theorem efg_axial (s t : ℝ) :
    efg (octahedron s) ![0, 0, t] 0 1 = 0 ∧ efg (octahedron s) ![0, 0, t] 0 2 = 0 ∧
    efg (octahedron s) ![0, 0, t] 1 2 = 0 ∧
    efg (octahedron s) ![0, 0, t] 0 0 = -Vzz s t / 2 ∧
    efg (octahedron s) ![0, 0, t] 1 1 = -Vzz s t / 2 := by
  -- exchanging the x and y ligands exchanges the two transverse components
  have hxy : efg (octahedron s) ![0, 0, t] 0 0 = efg (octahedron s) ![0, 0, t] 1 1 := by
    simp [efg, kernel, distSq, octahedron, Fin.sum_univ_six]
    ring
  have htr := efg_traceless (octahedron s) ![0, 0, t]
  refine ⟨?_, ?_, ?_, ?_, ?_⟩
  · simp [efg, kernel, distSq, octahedron, Fin.sum_univ_six]
  · simp [efg, kernel, distSq, octahedron, Fin.sum_univ_six]
    ring
  · simp [efg, kernel, distSq, octahedron, Fin.sum_univ_six]
    ring
  · unfold Vzz
    linarith
  · unfold Vzz
    linarith
```

## The closed form between the axial ligands

The lemma for one charge takes a nonnegative $\rho$ with $r^2=\rho^2$ and replaces the square root by $\rho$.

```lean
/-- The `zz` field gradient of one unit charge at distance `ρ` and relative height `ζ`
is `(3ζ² - ρ²) / ρ⁵`. -/
theorem kernel_zz (d : Fin 3 → ℝ) (ρ ζ : ℝ) (hρ : 0 ≤ ρ) (hr : distSq d = ρ ^ 2)
    (hz : d 2 = ζ) : kernel d 2 2 = (3 * ζ ^ 2 - ρ ^ 2) / ρ ^ 5 := by
  unfold kernel
  rw [if_pos rfl, hr, Real.sqrt_sq hρ, hz]
  ring
```

It is applied six times, with distances $\sqrt{1+t^2}$, $s-t$ and $s+t$. The steps `em` and `ep` reduce the axial terms to $2/r^3$.

The hypothesis $|t|<s$ makes $s-t$ and $s+t$ true distances. Assuming only $s>0$ is not enough: for $s=1$, $t=2$ the axial charges contribute $2+2/27$, but the formula would give $-2+2/27$.

```lean
/-- Closed form of the `zz` field gradient for a probe lying between the two axial ligands. -/
theorem Vzz_eq {s t : ℝ} (h : |t| < s) :
    Vzz s t = 4 * ((2 * t ^ 2 - 1) / √(1 + t ^ 2) ^ 5)
      + 2 / (s - t) ^ 3 + 2 / (s + t) ^ 3 := by
  obtain ⟨h1, h2⟩ := abs_lt.mp h
  have hm : 0 < s - t := by linarith
  have hp : 0 < s + t := by linarith
  have hw : √(1 + t ^ 2) ^ 2 = 1 + t ^ 2 := Real.sq_sqrt (by positivity)
  have hw0 : 0 ≤ √(1 + t ^ 2) := Real.sqrt_nonneg _
  unfold Vzz efg
  -- four equatorial charges, then the two axial ones
  rw [Fin.sum_univ_six,
    kernel_zz (fun m => octahedron s 0 m - ![0, 0, t] m) _ (-t) hw0
      (by rw [hw]; simp [distSq, octahedron]) (by simp [octahedron]),
    kernel_zz (fun m => octahedron s 1 m - ![0, 0, t] m) _ (-t) hw0
      (by rw [hw]; simp [distSq, octahedron]) (by simp [octahedron]),
    kernel_zz (fun m => octahedron s 2 m - ![0, 0, t] m) _ (-t) hw0
      (by rw [hw]; simp [distSq, octahedron]) (by simp [octahedron]),
    kernel_zz (fun m => octahedron s 3 m - ![0, 0, t] m) _ (-t) hw0
      (by rw [hw]; simp [distSq, octahedron]) (by simp [octahedron]),
    kernel_zz (fun m => octahedron s 4 m - ![0, 0, t] m) (s - t) (s - t) hm.le
      (by simp [distSq, octahedron]) (by simp [octahedron]),
    kernel_zz (fun m => octahedron s 5 m - ![0, 0, t] m) (s + t) (-s - t) hp.le
      (by simp [distSq, octahedron]; ring) (by simp [octahedron]), hw]
  have em : (3 * (s - t) ^ 2 - (s - t) ^ 2) / (s - t) ^ 5 = 2 / (s - t) ^ 3 := by
    rw [div_eq_div_iff (by positivity) (by positivity)]
    ring
  have ep : (3 * (-s - t) ^ 2 - (s + t) ^ 2) / (s + t) ^ 5 = 2 / (s + t) ^ 3 := by
    rw [div_eq_div_iff (by positivity) (by positivity)]
    ring
  rw [em, ep]
  ring
```

Setting $t=0$ gives the value at the centre. It vanishes for the regular octahedron, $s=1$, and tends to $-4$ as $s\to\infty$, the value for the square of equatorial charges alone.

```lean
/-- At the centre of an octahedron with axial distance `s > 0` the `zz` field gradient
is `4/s³ - 4`. -/
theorem Vzz_centred {s : ℝ} (hs : 0 < s) : Vzz s 0 = 4 / s ^ 3 - 4 := by
  rw [Vzz_eq (by simpa using hs)]
  simp only [ne_eq, OfNat.ofNat_ne_zero, not_false_eq_true, zero_pow, add_zero, sub_zero,
    mul_zero, Real.sqrt_one]
  ring
```

## Strain and displacement together

When the probe leaves the centre by $t$, each axial ligand moves outwards by $ct^2$. The constant $c$ is an input here. At $c=7/2$ the limit is zero, so the two effects cancel at order $t^2$.

The filter `𝓝[≠] 0` means that $t$ approaches zero from both sides without reaching it. In the proof, `hE` and `hA` differentiate the equatorial and axial parts in $u$, and `hF` collects the derivative $42-12c$. The difference quotient of $F$ is then composed with $t\mapsto t^2$ (`hsq`). For small $t$ the probe lies between the axial ligands (`hev`), so the closed form applies, and `key` is the common-denominator identity from above.

```lean
/-- If the probe moves off centre by `t` while the axial distance changes to `1 + c t²`, the
`zz` field gradient divided by `t²` tends to `42 - 12 c` as `t` tends to zero. -/
theorem combined_limit (c : ℝ) :
    Tendsto (fun t : ℝ => Vzz (1 + c * t ^ 2) t / t ^ 2) (𝓝[≠] 0) (𝓝 (42 - 12 * c)) := by
  have hi : HasDerivAt (fun u : ℝ => u) 1 0 := hasDerivAt_id' 0
  -- equatorial part as a function of u = t²
  have hs : HasDerivAt (fun u : ℝ => √(1 + u)) (1 / 2) 0 :=
    ((hi.const_add 1).sqrt (by norm_num)).congr_deriv (by norm_num)
  have hn : HasDerivAt (fun u : ℝ => 2 * u - 1) 2 0 :=
    ((hi.const_mul 2).sub_const 1).congr_deriv (by norm_num)
  have hE := hn.fun_div (hs.fun_pow 5) (by norm_num)
  -- axial part
  have hc : HasDerivAt (fun u : ℝ => 1 + c * u) c 0 :=
    ((hi.const_mul c).const_add 1).congr_deriv (by ring)
  have hN := ((hc.fun_pow 3).const_mul 4).fun_add ((hc.const_mul 12).fun_mul hi)
  have hA := hN.fun_div (((hc.fun_pow 2).fun_sub hi).fun_pow 3) (by norm_num)
  have hF := ((hE.const_mul 4).fun_add hA).congr_deriv
    (show _ = 42 - 12 * c by norm_num; ring)
  have hsq : Tendsto (fun t : ℝ => t ^ 2) (𝓝[≠] 0) (𝓝[≠] 0) := by
    refine tendsto_nhdsWithin_iff.mpr ⟨?_, ?_⟩
    · exact ((continuous_pow 2).tendsto' 0 0 (by norm_num)).mono_left nhdsWithin_le_nhds
    · filter_upwards [self_mem_nhdsWithin] with t ht
      exact pow_ne_zero 2 ht
  have hev : ∀ᶠ t : ℝ in 𝓝 0, |t| < 1 + c * t ^ 2 :=
    ContinuousAt.eventually_lt continuous_abs.continuousAt (by fun_prop) (by norm_num)
  refine ((hasDerivAt_iff_tendsto_slope.mp hF).comp hsq).congr' ?_
  filter_upwards [nhdsWithin_le_nhds hev] with t ht
  obtain ⟨h1, h2⟩ := abs_lt.mp ht
  have hm : 1 + c * t ^ 2 - t ≠ 0 := by linarith
  have hp : 1 + c * t ^ 2 + t ≠ 0 := by linarith
  -- the two axial charges over a common denominator
  have key : 2 / (1 + c * t ^ 2 - t) ^ 3 + 2 / (1 + c * t ^ 2 + t) ^ 3
      = (4 * (1 + c * t ^ 2) ^ 3 + 12 * (1 + c * t ^ 2) * t ^ 2)
        / ((1 + c * t ^ 2) ^ 2 - t ^ 2) ^ 3 := by
    rw [show (1 + c * t ^ 2) ^ 2 - t ^ 2
      = (1 + c * t ^ 2 - t) * (1 + c * t ^ 2 + t) by ring, mul_pow,
      div_add_div _ _ (pow_ne_zero 3 hm) (pow_ne_zero 3 hp)]
    congr 1
    ring
  rw [Vzz_eq ht]
  simp only [Function.comp_apply, slope_def_field, mul_zero, add_zero, zero_sub, sub_zero,
    Real.sqrt_one]
  linear_combination (-1 / t ^ 2) * key
```

## The two limits

The final theorem states both limits. For the first, the quotient is replaced by $-4(3+3e+e^2)/(1+e)^3$, which is continuous at $e=0$; the two agree for $e\neq0$ and $e>-1$. The second is `combined_limit` at $c=0$.

```lean
/-- Axial strain `e` of the regular octahedron gives a `zz` field gradient at its centre whose ratio
to `e` tends to `-12` as `e` tends to zero; moving the probe off centre by `t` along the axis of the
unstrained octahedron gives one whose ratio to `t²` tends to `42` as `t` tends to zero. -/
theorem strain_linear_offcentring_quadratic :
    Tendsto (fun e : ℝ => Vzz (1 + e) 0 / e) (𝓝[≠] 0) (𝓝 (-12)) ∧
    Tendsto (fun t : ℝ => Vzz 1 t / t ^ 2) (𝓝[≠] 0) (𝓝 42) := by
  constructor
  · have h : Tendsto (fun e : ℝ => -4 * (3 + 3 * e + e ^ 2) / (1 + e) ^ 3)
        (𝓝 0) (𝓝 (-12)) := by
      have hc : ContinuousAt (fun e : ℝ => -4 * (3 + 3 * e + e ^ 2) / (1 + e) ^ 3) 0 :=
        ContinuousAt.div (by fun_prop) (by fun_prop) (by norm_num)
      convert hc.tendsto using 2
      norm_num
    refine (h.mono_left nhdsWithin_le_nhds).congr' ?_
    filter_upwards [self_mem_nhdsWithin,
      nhdsWithin_le_nhds (lt_mem_nhds (show (-1 : ℝ) < 0 by norm_num))] with e he h1
    have he' : e ≠ 0 := he
    have hpos : 0 < 1 + e := by linarith
    have hne : 1 + e ≠ 0 := hpos.ne'
    -- the factor e cancels from 4/(1+e)³ - 4
    rw [Vzz_centred hpos, eq_div_iff he', div_mul_eq_mul_div,
      div_eq_iff (pow_ne_zero 3 hne), sub_mul, div_mul_cancel₀ _ (pow_ne_zero 3 hne)]
    ring
  · simpa only [zero_mul, add_zero, mul_zero, sub_zero] using combined_limit 0

end

end MoessbauerFieldGradient
```

```lean
#print axioms MoessbauerFieldGradient.efg_axial
-- 'MoessbauerFieldGradient.efg_axial' depends on axioms: [propext, Classical.choice, Quot.sound]
#print axioms MoessbauerFieldGradient.strain_linear_offcentring_quadratic
-- 'MoessbauerFieldGradient.strain_linear_offcentring_quadratic' depends on axioms: [propext, Classical.choice, Quot.sound]
```
